# The spectral function from the imaginary part of a scalar Green's function

At a real frequency w, let a complex number G satisfy the scalar Dyson equation (w − R(w) + i g(w)) G = 1, where the self-energy is R − i g. The lemma says that −Im G/π equals the spectral function g(w) / (π((w − R(w))² + g(w)²)). Here R and g are arbitrary real functions, with no sign condition on g and no relation assumed between the two; the equation itself forces w − R(w) + i g(w) to be nonzero. The attempt solves for G as an inverse, expands the imaginary part of that inverse, unfolds `spectral`, and leaves the remaining identity to `ring`.

Lean 4 with Mathlib refuses this proof:

```lean
import Mathlib

open Filter MeasureTheory Set
open scoped Topology Real

namespace SpectralOfDyson

noncomputable section

/-- The spectral function `A = g / (π ((w - R)² + g²))` of a self-energy `R - i g`,
meant for frequencies at which `w ≠ R w` or `g w ≠ 0`. -/
def spectral (R g : ℝ → ℝ) (w : ℝ) : ℝ :=
  g w / (π * ((w - R w) ^ 2 + (g w) ^ 2))

/-- If `G` solves the Dyson equation `(w - R + i g) G = 1`, then `-Im G / π` is the
spectral function. -/
theorem spectral_of_dyson {R g : ℝ → ℝ} {w : ℝ} {G : ℂ}
    (h : (⟨w - R w, g w⟩ : ℂ) * G = 1) : -G.im / π = spectral R g w := by
  have hG : G = (⟨w - R w, g w⟩ : ℂ)⁻¹ := eq_inv_of_mul_eq_one_right h
  rw [hG, Complex.inv_im, Complex.normSq_apply, spectral]
  ring

end

end SpectralOfDyson
```

Messages:

```
Try this:
  [apply] ring_nf
  
  The `ring` tactic failed to close the goal. Use `ring_nf` to obtain a normal form.
    
  Note that `ring` works primarily in *commutative* rings. If you have a noncommutative ring, abelian group or module, consider using `noncomm_ring`, `abel` or `module` instead.
Main.lean:18:71: error: unsolved goals
R g : ℝ → ℝ
w : ℝ
G : ℂ
h : { re := w - R w, im := g w } * G = 1
hG : G = { re := w - R w, im := g w }⁻¹
⊢ g w * (g w ^ 2 - w * R w * 2 + w ^ 2 + R w ^ 2)⁻¹ * π⁻¹ =
    g w * (g w ^ 2 * π - w * R w * π * 2 + w ^ 2 * π + R w ^ 2 * π)⁻¹
```

Lean accepts the file once it reads:

```diff
@@ -18,5 +18,9 @@
     (h : (⟨w - R w, g w⟩ : ℂ) * G = 1) : -G.im / π = spectral R g w := by
   have hG : G = (⟨w - R w, g w⟩ : ℂ)⁻¹ := eq_inv_of_mul_eq_one_right h
+  have e : (w - R w) * (w - R w) + g w * g w = (w - R w) ^ 2 + (g w) ^ 2 := by ring
   rw [hG, Complex.inv_im, Complex.normSq_apply, spectral]
+  change -(-(g w) / ((w - R w) * (w - R w) + g w * g w)) / π = _
+  rw [e]
+  generalize (w - R w) ^ 2 + (g w) ^ 2 = D
   ring
 
```

The first message says that `ring` failed and suggests `ring_nf`; the error shows the goal left in normal form. Its two sides are equal, but the left has the inverse of a sum times `π⁻¹`, while the right has the inverse of that sum with `π` multiplied through. `ring` can split the inverse of a product of atoms, but it expands `π` times a sum first and then treats the inverse of the result as a new atom. It therefore does not match the two sides.

The repair hides the sum. `e` equates the denominator written with products to the one written with squares. `change` restates the goal with the real and imaginary parts written out, ready for `rw [e]`, which gives both sides the same sum. `generalize` then replaces that sum by a single variable `D`. With nothing left to expand, `ring` can split the inverse of `π * D` into `π⁻¹ * D⁻¹` and close the goal.
